# The lowest valence orbital orthogonal to a frozen core obeys $Hv=ev+\sum_j\langle c_j,Hv\rangle c_j$

Let $H$ be a Hermitian operator and $c_j$ finitely many orthonormal core orbitals. If a unit vector $v$ has the lowest energy among unit vectors orthogonal to the core, then

$$Hv=e\,v+\sum_j\mu_j c_j,\qquad e=\langle v,Hv\rangle,\quad \mu_j=\langle c_j,Hv\rangle .$$

The $\mu_j$ are the off-diagonal Lagrange multipliers of the orthogonality constraints. Since the core is orthonormal, $\|Hv-ev\|^2=\sum_j|\mu_j|^2$: the multipliers measure the residual of the eigenvalue equation. A small residual alone does not mean that $v$ is close to an eigenvector. Here $H$ is a fixed one-electron operator, without self-consistency.

The setting is a complex inner-product space `E`, with $\mathbb C^n$ as a special case. The index type `ι` labels the core orbitals, and `inner ℂ x y` is $\langle x,y\rangle$, antilinear in $x$.

In Lean 4 with Mathlib:

```lean
import Mathlib

open Module

namespace FrozenCoreMultipliers

noncomputable section

variable {E : Type*} [NormedAddCommGroup E] [InnerProductSpace ℂ E]
variable {ι : Type*}
```

## Energy and constrained minimum

The energy is $E(v)=\operatorname{Re}\langle v,Hv\rangle$, which equals $\langle v,Hv\rangle$ for Hermitian $H$. In the code, `E` is the space, not the energy. The operator maps this whole space into itself, so an unbounded Hamiltonian is covered only on a domain that it preserves.

```lean
/-- The real part of `⟨v, H v⟩`, without division by `‖v‖ ^ 2`; for a normalized orbital `v` and
Hermitian `H` this is the energy expectation value. -/
def energy (H : E →ₗ[ℂ] E) (v : E) : ℝ := (inner ℂ v (H v)).re
```

The minimizer is described by three conditions: $\|v\|=1$, $\langle c_j,v\rangle=0$ for all $j$, and $E(v)\le E(w)$ for every competitor $w$ satisfying the same two constraints.

```lean
/-- `v` is a normalized valence orbital, orthogonal to every frozen core orbital `c j`, whose
energy is lowest among all such orbitals. -/
structure IsValenceMinimizer (H : E →ₗ[ℂ] E) (c : ι → E) (v : E) : Prop where
  norm_eq : ‖v‖ = 1
  orth : ∀ j, inner ℂ (c j) v = 0
  le : ∀ w : E, ‖w‖ = 1 → (∀ j, inner ℂ (c j) w = 0) → energy H v ≤ energy H w
```

## From the minimum to stationarity

For real $a$, both factors in the inner product scale by $a$, so $E(ax)=a^2E(x)$.

```lean
/-- Scaling a vector by a real number `a` multiplies the unnormalized energy `Re ⟨x, H x⟩` by `a ^
2`. -/
theorem energy_real_smul (H : E →ₗ[ℂ] E) (a : ℝ) (x : E) :
    energy H ((a : ℂ) • x) = a ^ 2 * energy H x := by
  simp only [energy, map_smul, inner_smul_left, inner_smul_right, Complex.conj_ofReal,
    Complex.re_ofReal_mul]
  ring
```

Hermiticity, `H.IsSymmetric`, means $\langle Hx,y\rangle=\langle x,Hy\rangle$. Hence $\operatorname{Re}\langle v,Hu\rangle=\operatorname{Re}\langle u,Hv\rangle$, the two cross terms agree, and for real $t$

$$E(v+tu)=E(v)+2t\operatorname{Re}\langle u,Hv\rangle+t^2E(u).$$

```lean
/-- The energy of a varied orbital `v + t u`, expanded in the real amplitude `t`. -/
theorem energy_variation {H : E →ₗ[ℂ] E} (hH : H.IsSymmetric) (v u : E) (t : ℝ) :
    energy H (v + (t : ℂ) • u)
      = energy H v + 2 * t * (inner ℂ u (H v)).re + t ^ 2 * energy H u := by
  have h : (inner ℂ v (H u)).re = (inner ℂ u (H v)).re := by
    rw [← hH v u, ← inner_conj_symm (H v) u, Complex.conj_re]
  simp only [energy, map_add, map_smul, inner_add_left, inner_add_right, inner_smul_left,
    inner_smul_right, Complex.conj_ofReal, Complex.add_re, Complex.re_ofReal_mul]
  linear_combination t * h
```

If $x\ne0$ is orthogonal to the core, $x/\|x\|$ is a competitor, so $E(v)\le E(x)/\|x\|^2$. Therefore $E(v)\|x\|^2\le E(x)$, which also holds for $x=0$.

```lean
/-- The minimal valence energy times `‖x‖ ^ 2` bounds from below the energy of every vector `x`
orthogonal to the core, normalized or not. -/
theorem energy_lower_bound {H : E →ₗ[ℂ] E} {c : ι → E} {v : E}
    (hv : IsValenceMinimizer H c v) (x : E) (hx : ∀ j, inner ℂ (c j) x = 0) :
    energy H v * ‖x‖ ^ 2 ≤ energy H x := by
  by_cases h0 : x = 0
  · simp [h0, energy]
  have hn : ‖x‖ ≠ 0 := norm_ne_zero_iff.mpr h0
  -- compare with the normalized vector
  have h := hv.le (((‖x‖⁻¹ : ℝ) : ℂ) • x)
    (by rw [norm_smul, Complex.norm_real, norm_inv, norm_norm, inv_mul_cancel₀ hn])
    (fun j => by rw [inner_smul_right, hx j, mul_zero])
  rw [energy_real_smul] at h
  calc energy H v * ‖x‖ ^ 2 ≤ (‖x‖⁻¹ ^ 2 * energy H x) * ‖x‖ ^ 2 :=
        mul_le_mul_of_nonneg_right h (sq_nonneg _)
    _ = energy H x := by field_simp
```

Let $u$ be orthogonal to the core and to $v$. Then $\|v+tu\|^2=1+t^2\|u\|^2$, and the bound applied to $v+tu$ gives, for every real $t$,

$$0\le\bigl(E(u)-E(v)\|u\|^2\bigr)t^2+2t\operatorname{Re}\langle u,Hv\rangle .$$

The discriminant $4(\operatorname{Re}\langle u,Hv\rangle)^2$ cannot be positive, so the real part vanishes; this is the use of `discrim_le_zero`. For any $w$ with the same orthogonality, choosing $u=\langle w,Hv\rangle w$ turns that real part into $|\langle w,Hv\rangle|^2$. Thus $\langle w,Hv\rangle=0$.

```lean
/-- Stationarity: `H` does not couple the minimizing valence orbital to any vector orthogonal to
both the core and the orbital itself. -/
theorem stationarity {H : E →ₗ[ℂ] E} (hH : H.IsSymmetric) {c : ι → E} {v : E}
    (hv : IsValenceMinimizer H c v) (w : E) (hw : ∀ j, inner ℂ (c j) w = 0)
    (hvw : inner ℂ v w = 0) : inner ℂ w (H v) = 0 := by
  have key : ∀ u : E, (∀ j, inner ℂ (c j) u = 0) → inner ℂ v u = 0 →
      (inner ℂ u (H v)).re = 0 := by
    intro u hu hvu
    -- the energy excess is a nonnegative quadratic in the amplitude
    have hq : ∀ t : ℝ, 0 ≤ (energy H u - energy H v * ‖u‖ ^ 2) * (t * t)
        + (2 * (inner ℂ u (H v)).re) * t + 0 := by
      intro t
      have hb := energy_lower_bound hv (v + (t : ℂ) • u)
        (fun j => by rw [inner_add_right, inner_smul_right, hv.orth j, hu j, mul_zero, add_zero])
      have hz : inner ℂ v ((t : ℂ) • u) = 0 := by rw [inner_smul_right, hvu, mul_zero]
      have hnorm : ‖v + (t : ℂ) • u‖ ^ 2 = 1 + t ^ 2 * ‖u‖ ^ 2 := by
        rw [norm_add_sq (𝕜 := ℂ), hz, hv.norm_eq, norm_smul, Complex.norm_real, mul_pow,
          Real.norm_eq_abs, sq_abs]
        simp
      rw [hnorm, energy_variation hH] at hb
      linarith
    have hd := discrim_le_zero hq
    unfold discrim at hd
    have hs : (inner ℂ u (H v)).re ^ 2 = 0 :=
      le_antisymm (by linarith) (sq_nonneg _)
    exact pow_eq_zero_iff (two_ne_zero) |>.mp hs
  -- multiply `w` by the complex number `⟨w, H v⟩` so that the real part is its squared modulus
  have h := key ((inner ℂ w (H v) : ℂ) • w)
    (fun j => by rw [inner_smul_right, hw j, mul_zero])
    (by rw [inner_smul_right, hvw, mul_zero])
  rw [inner_smul_left, mul_comm, Complex.mul_conj, Complex.ofReal_re] at h
  exact Complex.normSq_eq_zero.mp h
```

## The valence equation and its multipliers

Define the residual $r=Hv-E(v)v-\sum_j\langle c_j,Hv\rangle c_j$. Orthonormality gives

$$\langle c_i,r\rangle=\langle c_i,Hv\rangle-0-\langle c_i,Hv\rangle=0,$$

and $\langle v,r\rangle=\langle v,Hv\rangle-E(v)=0$. Stationarity with $w=r$ now gives $\langle r,Hv\rangle=0$. The other two terms of $r$ are also orthogonal to $r$, so $\langle r,r\rangle=0$ and $r=0$.

```lean
variable [Fintype ι]

/-- The frozen-core valence equation: `H v` equals the valence energy times `v` plus the core
orbitals weighted by the off-diagonal Lagrange multipliers `⟨c j, H v⟩`. -/
theorem frozen_core_equation {H : E →ₗ[ℂ] E} (hH : H.IsSymmetric) {c : ι → E}
    (hc : Orthonormal ℂ c) {v : E} (hv : IsValenceMinimizer H c v) :
    H v = (energy H v : ℂ) • v + ∑ j, (inner ℂ (c j) (H v) : ℂ) • c j := by
  have he : (energy H v : ℂ) = inner ℂ v (H v) :=
    Complex.conj_eq_iff_re.mp (by rw [inner_conj_symm]; exact hH v v)
  have hvv : inner ℂ v v = (1 : ℂ) := by
    rw [inner_self_eq_norm_sq_to_K, hv.norm_eq]; simp
  have hsum : ∀ x : E, (∀ j, inner ℂ (c j) x = 0) →
      inner ℂ x (∑ j, (inner ℂ (c j) (H v) : ℂ) • c j) = 0 := by
    intro x hx
    rw [inner_sum]
    exact Finset.sum_eq_zero fun j _ => by
      rw [inner_smul_right, inner_eq_zero_symm.mp (hx j), mul_zero]
  -- the residual is orthogonal to the core and to the valence orbital
  obtain ⟨r, hr⟩ : ∃ r, r = H v - (energy H v : ℂ) • v
      - ∑ j, (inner ℂ (c j) (H v) : ℂ) • c j := ⟨_, rfl⟩
  have hcr : ∀ i, inner ℂ (c i) r = 0 := by
    intro i
    rw [hr, inner_sub_right, inner_sub_right, inner_smul_right, hv.orth i,
      hc.inner_right_fintype]
    ring
  have hvr : inner ℂ v r = 0 := by
    rw [hr, inner_sub_right, inner_sub_right, inner_smul_right, hsum v hv.orth, hvv, he]
    ring
  -- hence it is orthogonal to itself
  have hrr : inner ℂ r r = (0 : ℂ) := by
    calc inner ℂ r r = inner ℂ r (H v - (energy H v : ℂ) • v
          - ∑ j, (inner ℂ (c j) (H v) : ℂ) • c j) := by rw [← hr]
      _ = 0 := by
        rw [inner_sub_right, inner_sub_right, inner_smul_right, hsum r hcr,
          stationarity hH hv r hcr hvr, inner_eq_zero_symm.mp hvr]
        ring
  have h0 : r = 0 := inner_self_eq_zero.mp hrr
  rw [h0, sub_sub] at hr
  exact sub_eq_zero.mp hr.symm
```

Hermiticity matters even with an empty core. On $\mathbb C^2$, take $H(x_0,x_1)=(x_1,-x_0)$. Every vector has $E=0$, so $v=(1,0)$ is a minimizer, yet $Hv=(0,-1)\ne0=E(v)v$.

If $Hv=E(v)v$, pairing with $c_j$ gives $\langle c_j,Hv\rangle=E(v)\langle c_j,v\rangle=0$. Conversely, if all multipliers vanish, so does the sum in the valence equation.

```lean
/-- The minimizing valence orbital is an eigenvector of `H`, with its energy as eigenvalue, exactly
when all off-diagonal multipliers vanish. -/
theorem eigenvector_iff_multipliers_vanish {H : E →ₗ[ℂ] E} (hH : H.IsSymmetric) {c : ι → E}
    (hc : Orthonormal ℂ c) {v : E} (hv : IsValenceMinimizer H c v) :
    H v = (energy H v : ℂ) • v ↔ ∀ j, inner ℂ (c j) (H v) = 0 := by
  constructor
  · intro h j
    rw [h, inner_smul_right, hv.orth j, mul_zero]
  · intro h
    have hm := frozen_core_equation hH hc hv
    rwa [Finset.sum_eq_zero (fun j _ => by rw [h j, zero_smul]), add_zero] at hm
```

The coefficients are unique. Pairing $Hv=ev+\sum_j\mu_jc_j$ with $v$ isolates $e$, and pairing it with $c_j$ isolates $\mu_j$. This needs neither Hermiticity nor minimality.

```lean
/-- For a normalized `v` orthogonal to the core, the coefficients in an equation
`H v = e v + ∑ μ j c j` can only be `e = ⟨v, H v⟩` and `μ j = ⟨c j, H v⟩`. -/
theorem multipliers_unique {H : E →ₗ[ℂ] E} {c : ι → E} (hc : Orthonormal ℂ c) {v : E}
    (hn : ‖v‖ = 1) (ho : ∀ j, inner ℂ (c j) v = 0) {e : ℂ} {μ : ι → ℂ}
    (h : H v = e • v + ∑ j, μ j • c j) :
    e = inner ℂ v (H v) ∧ ∀ j, μ j = inner ℂ (c j) (H v) := by
  constructor
  · have hs : inner ℂ v (∑ j, μ j • c j) = 0 := by
      rw [inner_sum]
      exact Finset.sum_eq_zero fun j _ => by
        rw [inner_smul_right, inner_eq_zero_symm.mp (ho j), mul_zero]
    rw [h, inner_add_right, hs, inner_smul_right, inner_self_eq_norm_sq_to_K, hn]
    simp
  · intro j
    rw [h, inner_add_right, inner_smul_right, ho j, hc.inner_right_fintype]
    ring
```

The same condition can be written with the orthogonal projector $P$ onto the orthogonal complement of the core and the operator $PHP$. The valence equation then becomes the ordinary eigenvalue equation $PHPv=ev$, and the multipliers move into the discarded part $(1-P)Hv=\sum_j\mu_jc_j$.

## Existence for $k<n$

With $k$ core vectors in dimension $n>k$, the core cannot span the space, so some nonzero vector is orthogonal to it. Normalized, it shows that the constraint set is nonempty. This set is a closed part of the compact unit sphere, and the continuous energy attains its minimum there.

```lean
/-- In a finite-dimensional space with fewer core orbitals than dimensions, a minimizing valence
orbital exists. -/
theorem exists_valenceMinimizer [FiniteDimensional ℂ E] (H : E →ₗ[ℂ] E) (c : ι → E)
    (hk : Fintype.card ι < finrank ℂ E) : ∃ v, IsValenceMinimizer H c v := by
  have : ProperSpace E := FiniteDimensional.proper ℂ E
  have hclosed : IsClosed {w : E | ∀ j, inner ℂ (c j) w = 0} := by
    simp only [Set.ofPred_forall]
    exact isClosed_iInter fun j => isClosed_eq (innerSL ℂ (c j)).continuous continuous_const
  have hcont : Continuous (energy H) :=
    Complex.continuous_re.comp ((continuous_inner (𝕜 := ℂ)).comp
      (continuous_id.prodMk H.continuous_of_finiteDimensional))
  -- the core does not span the space, so some nonzero vector is orthogonal to it
  have hS : Submodule.span ℂ (Set.range c) ≠ ⊤ := by
    intro h
    have hle := finrank_range_le_card (R := ℂ) c
    rw [Set.finrank, h, finrank_top] at hle
    omega
  obtain ⟨x, hx, hx0⟩ := Submodule.exists_mem_ne_zero_of_ne_bot
    (mt Submodule.orthogonal_eq_bot_iff.mp hS)
  have hxc : ∀ j, inner ℂ (c j) x = 0 := fun j =>
    (Submodule.mem_orthogonal _ x).mp hx (c j) (Submodule.subset_span ⟨j, rfl⟩)
  obtain ⟨v, hvK, hmin⟩ := ((isCompact_sphere (0 : E) 1).inter_right hclosed).exists_isMinOn
    ⟨((‖x‖⁻¹ : ℝ) : ℂ) • x, mem_sphere_zero_iff_norm.mpr (by
      rw [norm_smul, Complex.norm_real, norm_inv, norm_norm,
        inv_mul_cancel₀ (norm_ne_zero_iff.mpr hx0)]),
      fun j => by rw [inner_smul_right, hxc j, mul_zero]⟩ hcont.continuousOn
  exact ⟨v, mem_sphere_zero_iff_norm.mp hvK.1, hvK.2,
    fun w hw hwc => hmin ⟨mem_sphere_zero_iff_norm.mpr hw, hwc⟩⟩
```

## Two levels with coupling $g$

For real $a,b,g$, consider

$$H=\begin{pmatrix}a&g\\g&b\end{pmatrix}.$$

```lean
/-- The two-level Hamiltonian with real site energies `a`, `b` and real coupling `g`. -/
def twoLevel (a b g : ℝ) : EuclideanSpace ℂ (Fin 2) →ₗ[ℂ] EuclideanSpace ℂ (Fin 2) where
  toFun x := !₂[(a : ℂ) * x 0 + g * x 1, (g : ℂ) * x 0 + b * x 1]
  map_add' x y := by ext i; fin_cases i <;> simp <;> ring
  map_smul' z x := by ext i; fin_cases i <;> simp <;> ring
```

Freeze $c=(1,0)$ and take $v=(0,1)$. Every competitor is $w=(0,w_1)$ with $|w_1|=1$, so $E(w)=b|w_1|^2=b=E(v)$, and $v$ is a minimizer. Since $Hv=(g,b)=bv+gc$, the multiplier is exactly the coupling $g$.

```lean
/-- In the two-level model with the first level frozen as core, the second level is a minimizing
valence orbital and its off-diagonal multiplier is the coupling `g`. -/
theorem twoLevel_witness (a b g : ℝ) :
    (twoLevel a b g).IsSymmetric ∧
    Orthonormal ℂ (fun _ : Fin 1 => (!₂[1, 0] : EuclideanSpace ℂ (Fin 2))) ∧
    IsValenceMinimizer (twoLevel a b g)
      (fun _ : Fin 1 => (!₂[1, 0] : EuclideanSpace ℂ (Fin 2))) !₂[0, 1] ∧
    inner ℂ (!₂[1, 0] : EuclideanSpace ℂ (Fin 2)) (twoLevel a b g !₂[0, 1]) = (g : ℂ) := by
  refine ⟨?_, ⟨?_, ?_⟩, ⟨?_, ?_, ?_⟩, ?_⟩
  · intro x y
    simp [twoLevel, PiLp.inner_apply, Fin.sum_univ_two]
    ring
  · intro i
    simp [EuclideanSpace.norm_eq]
  · intro i j hij
    exact absurd (Subsingleton.elim i j) hij
  · simp [EuclideanSpace.norm_eq]
  · intro j
    simp [PiLp.inner_apply, Fin.sum_univ_two]
  · intro w hn hw
    have h0 : w 0 = 0 := by simpa [PiLp.inner_apply, Fin.sum_univ_two] using hw 0
    have h1 : (w 1).re * (w 1).re + (w 1).im * (w 1).im = 1 := by
      have h := EuclideanSpace.norm_sq_eq w
      rw [hn, Fin.sum_univ_two, h0, Complex.sq_norm (w 1), Complex.normSq_apply] at h
      simpa using h.symm
    have hv : energy (twoLevel a b g) !₂[0, 1] = b := by
      simp [energy, twoLevel, PiLp.inner_apply, Fin.sum_univ_two]
    have hE : energy (twoLevel a b g) w
        = b * ((w 1).re * (w 1).re + (w 1).im * (w 1).im) := by
      simp [energy, twoLevel, PiLp.inner_apply, Fin.sum_univ_two, h0]
      ring
    rw [hv, hE, h1, mul_one]
  · simp [twoLevel, PiLp.inner_apply, Fin.sum_univ_two]

end

end FrozenCoreMultipliers
```

```lean
#print axioms FrozenCoreMultipliers.frozen_core_equation
#print axioms FrozenCoreMultipliers.eigenvector_iff_multipliers_vanish
#print axioms FrozenCoreMultipliers.multipliers_unique
#print axioms FrozenCoreMultipliers.exists_valenceMinimizer
```

```
'FrozenCoreMultipliers.frozen_core_equation' depends on axioms: [propext, Classical.choice, Quot.sound]
'FrozenCoreMultipliers.eigenvector_iff_multipliers_vanish' depends on axioms: [propext, Classical.choice, Quot.sound]
'FrozenCoreMultipliers.multipliers_unique' depends on axioms: [propext, Classical.choice, Quot.sound]
'FrozenCoreMultipliers.exists_valenceMinimizer' depends on axioms: [propext, Classical.choice, Quot.sound]
```
